# The lowest arrowhead eigenvalue lies between e + Σ(e) and e when the bare level e is below all coupled levels

A code can find an electron energy by solving x = e + Σ(x) with a bracketing root finder. A good starting interval contains the wanted root and none of the poles of Σ. If Σ comes from finitely many levels that are not coupled to each other, and the bare energy e lies below all of them, one evaluation of Σ at e supplies such an interval. The root in it is the lowest eigenvalue of the underlying Hamiltonian.

## The self-consistent equation and its bracket

Let a bare level e couple with real strengths g_j to finitely many levels d_j. The Hamiltonian is an arrowhead matrix: e and the d_j stand on the diagonal, the g_j fill the first row and column, and all other entries are zero. The self-energy, written Σ(x) to keep it apart from the summation sign ∑, is

Σ(x) = ∑_j g_j² / (x − d_j).

If e < d_j for every j, the lowest eigenvalue E lies below every d_j and satisfies

E = e + Σ(E),

e + Σ(e) ≤ E ≤ e.

No other x below all d_j solves x = e + Σ(x).

## Root search, on-shell shift and quasiparticle weight

For one electron in an otherwise empty band at zero temperature, with at most one phonon present, Σ is the Fan-Migdal self-energy on a finite grid. Each j is then a state with a scattered electron and one phonon, d_j is the sum of their energies, and g_j² includes any grid weight. If e < d_j for every j, the electron cannot emit a phonon with energy conserved. This condition holds at the band minimum if all phonon energies are positive.

Under this condition, three facts are of use in this model:

- A bracketing solver can start from [e + Σ(e), e], which contains no pole.
- The on-shell estimate e + Σ(e), which is the second-order perturbation energy, never lies above the self-consistent energy.
- The weight of the bare state in a normalised eigenvector with energy x below all d_j is 1 / (1 − Σ′(x)), so the slope of Σ gives this weight without the eigenvector.

## Eliminating the coupled amplitudes

Write v_0 for the bare amplitude and v_j for the coupled ones. The eigenvalue equation at energy x reads

e v_0 + ∑_j g_j v_j = x v_0,

g_j v_0 + d_j v_j = x v_j for every j.

Let x lie below all d_j. Then x − d_j is not zero, and the second line gives

v_j = g_j v_0 / (x − d_j).

If v_0 were zero, every v_j would vanish too, so an eigenvector has v_0 ≠ 0. Inserting the v_j into the first line gives

(e + Σ(x)) v_0 = x v_0,

and dividing by v_0 leaves x = e + Σ(x). Conversely, if x solves this equation, v_0 = 1 and v_j = g_j / (x − d_j) form an eigenvector. Below all d_j, the eigenvalues are therefore exactly the solutions.

Next, Σ does not increase there. For x ≤ y < d_j,

g_j² / (x − d_j) − g_j² / (y − d_j) = g_j² (y − x) / ((x − d_j)(y − d_j)) ≥ 0,

because both factors in the denominator are negative. Summing over j gives Σ(y) ≤ Σ(x). If x ≤ y are both solutions, then x = e + Σ(x) ≥ e + Σ(y) = y, so x = y. There is at most one solution.

For existence, set a = e + Σ(e) and f(x) = x − e − Σ(x). Every term of Σ(e) is zero or negative, so a ≤ e. At the two ends,

f(a) = Σ(e) − Σ(a) ≤ 0,

f(e) = −Σ(e) ≥ 0.

The interval [a, e] lies below every d_j, so f is continuous on it and has a zero E there. This gives both bounds. An eigenvalue below E would also lie below all d_j and would be a second solution, so E is the lowest.

Since E − e = Σ(E), and each term of Σ(E) is negative when g_j ≠ 0 and zero otherwise, E < e holds exactly when some coupling is nonzero.

For the weight, differentiate Σ term by term:

Σ′(x) = −∑_j g_j² / (x − d_j)².

The squared norm of an eigenvector is then

v_0² + ∑_j v_j² = v_0² (1 + ∑_j g_j² / (x − d_j)²) = v_0² (1 − Σ′(x)).

With the norm set to one, v_0² = 1 / (1 − Σ′(x)).

## The Lean file

```lean
import Mathlib

open Matrix

namespace FanMigdal

noncomputable section

variable {ι : Type*} [Fintype ι]

/-- The self-energy `∑ g_j² / (x - d_j)` at energy `x`, for `x` different from every `d_j`. -/
def selfEnergy (d g : ι → ℝ) (x : ℝ) : ℝ := ∑ j, g j ^ 2 / (x - d j)

/-- Below all coupled levels the self-energy does not increase with energy. -/
theorem selfEnergy_antitone {d g : ι → ℝ} {x y : ℝ} (hxy : x ≤ y) (hy : ∀ j, y < d j) :
    selfEnergy d g y ≤ selfEnergy d g x := by
  unfold selfEnergy
  refine Finset.sum_le_sum fun j _ => ?_
  have h1 : y - d j < 0 := by linarith [hy j]
  have h2 : x - d j < 0 := by linarith
  rw [← sub_nonneg, div_sub_div _ _ h2.ne h1.ne]
  apply div_nonneg
  · nlinarith [mul_nonneg (sq_nonneg (g j)) (sub_nonneg.2 hxy)]
  · exact (mul_pos_of_neg_of_neg h2 h1).le

/-- Below all coupled levels the self-energy has slope `-∑ g_j² / (x - d_j)²`. -/
theorem selfEnergy_hasDerivAt {d : ι → ℝ} (g : ι → ℝ) {x : ℝ} (hx : ∀ j, x < d j) :
    HasDerivAt (selfEnergy d g) (-∑ j, g j ^ 2 / (x - d j) ^ 2) x := by
  have h : ∀ j ∈ (Finset.univ : Finset ι),
      HasDerivAt (fun y : ℝ => g j ^ 2 / (y - d j)) (-(g j ^ 2 / (x - d j) ^ 2)) x := by
    intro j _
    have hne : x - d j ≠ 0 := (sub_neg.2 (hx j)).ne
    exact ((hasDerivAt_const x (g j ^ 2)).fun_div
      ((hasDerivAt_id' x).sub_const (d j)) hne).congr_deriv (by ring)
  have hs := HasDerivAt.fun_sum h
  rw [Finset.sum_neg_distrib] at hs
  exact hs

variable [DecidableEq ι]

/-- The arrowhead Hamiltonian: a bare level `e` (index `none`) coupled with strengths `g_j`
to levels `d_j` (indices `some j`) that are not coupled to each other. -/
def arrowhead (e : ℝ) (d g : ι → ℝ) : Matrix (Option ι) (Option ι) ℝ :=
  Matrix.of fun a b => match a, b with
    | none, none => e
    | none, some j => g j
    | some i, none => g i
    | some i, some j => if i = j then d i else 0

/-- `x` is an energy level of the arrowhead Hamiltonian: it has a nonzero eigenvector. -/
def IsLevel (e : ℝ) (d g : ι → ℝ) (x : ℝ) : Prop :=
  ∃ v : Option ι → ℝ, v ≠ 0 ∧ arrowhead e d g *ᵥ v = x • v

/-- The eigenvalue equation written out for the bare amplitude and the coupled amplitudes. -/
theorem eigen_iff (e : ℝ) (d g : ι → ℝ) (x : ℝ) (v : Option ι → ℝ) :
    arrowhead e d g *ᵥ v = x • v ↔
      e * v none + ∑ j, g j * v (some j) = x * v none ∧
      ∀ i, g i * v none + d i * v (some i) = x * v (some i) := by
  rw [funext_iff, Option.forall]
  simp [arrowhead, Matrix.mulVec, dotProduct, Fintype.sum_option]

/-- In an eigenvector with energy below all coupled levels, each coupled amplitude is
`g_i / (x - d_i)` times the bare amplitude. -/
theorem coupled_amplitude {e : ℝ} {d g : ι → ℝ} {x : ℝ} {v : Option ι → ℝ}
    (hx : ∀ j, x < d j) (hv : arrowhead e d g *ᵥ v = x • v) (i : ι) :
    v (some i) = g i / (x - d i) * v none := by
  have hne : x - d i ≠ 0 := (sub_neg.2 (hx i)).ne
  have h := ((eigen_iff e d g x v).1 hv).2 i
  rw [div_mul_eq_mul_div, eq_div_iff hne]
  linear_combination -h

/-- An energy below all coupled levels is a level of the Hamiltonian exactly when it solves
the self-consistent equation `x = e + Σ(x)`. -/
theorem isLevel_iff {e : ℝ} {d g : ι → ℝ} {x : ℝ} (hx : ∀ j, x < d j) :
    IsLevel e d g x ↔ x = e + selfEnergy d g x := by
  constructor
  · rintro ⟨v, hv, h⟩
    have hs := coupled_amplitude hx h
    have h0 := ((eigen_iff e d g x v).1 h).1
    -- without a bare amplitude the whole vector would vanish
    have hv0 : v none ≠ 0 := by
      intro hz
      apply hv
      funext a
      cases a with
      | none => simpa using hz
      | some i => simp [hs i, hz]
    have hsum : ∑ j, g j * v (some j) = selfEnergy d g x * v none := by
      unfold selfEnergy
      rw [Finset.sum_mul]
      refine Finset.sum_congr rfl fun j _ => ?_
      rw [hs j]
      ring
    apply mul_right_cancel₀ hv0
    linear_combination hsum - h0
  · intro h
    refine ⟨fun a => a.elim 1 (fun j => g j / (x - d j)), ?_, ?_⟩
    · intro hz
      have h1 := congrFun hz none
      simp at h1
    · rw [eigen_iff]
      simp only [Option.elim_none, Option.elim_some, mul_one]
      constructor
      · have hsum : ∑ j, g j * (g j / (x - d j)) = selfEnergy d g x := by
          unfold selfEnergy
          refine Finset.sum_congr rfl fun j _ => ?_
          ring
        rw [hsum]
        exact h.symm
      · intro i
        have hne : x - d i ≠ 0 := (sub_neg.2 (hx i)).ne
        have hc : g i / (x - d i) * (x - d i) = g i := div_mul_cancel₀ _ hne
        linear_combination -hc

/-- If the bare level lies below all coupled levels, the lowest eigenvalue `E` is the unique
solution of `E = e + Σ(E)` below all `d_j`, and `e + Σ(e) ≤ E ≤ e`. -/
theorem lowest_level {e : ℝ} {d : ι → ℝ} (g : ι → ℝ) (hd : ∀ j, e < d j) :
    ∃ E, IsLeast {x | IsLevel e d g x} E ∧ (∀ j, E < d j) ∧ E = e + selfEnergy d g E ∧
      (∀ x, (∀ j, x < d j) → x = e + selfEnergy d g x → x = E) ∧
      e + selfEnergy d g e ≤ E ∧ E ≤ e := by
  have hneg : selfEnergy d g e ≤ 0 := Finset.sum_nonpos fun j _ =>
    div_nonpos_of_nonneg_of_nonpos (sq_nonneg _) (by linarith [hd j])
  have hab : e + selfEnergy d g e ≤ e := by linarith
  -- existence between the two bounds, by the intermediate value theorem
  have hcont : ContinuousOn (fun x => x - e - selfEnergy d g x)
      (Set.Icc (e + selfEnergy d g e) e) := by
    refine (continuousOn_id.sub continuousOn_const).sub fun x hx => ?_
    exact (selfEnergy_hasDerivAt g
      fun j => lt_of_le_of_lt hx.2 (hd j)).continuousAt.continuousWithinAt
  have hmono := selfEnergy_antitone (g := g) hab hd
  obtain ⟨E, hE, hfE⟩ := intermediate_value_Icc hab hcont
    (show (0 : ℝ) ∈ Set.Icc _ _ from ⟨by linarith, by linarith⟩)
  have hEd : ∀ j, E < d j := fun j => lt_of_le_of_lt hE.2 (hd j)
  have hEq : E = e + selfEnergy d g E := by
    have h0 : E - e - selfEnergy d g E = 0 := hfE
    linarith
  -- uniqueness, because the self-energy does not increase
  have huniq : ∀ x, (∀ j, x < d j) → x = e + selfEnergy d g x → x = E := by
    intro x hx hxe
    rcases le_total x E with h | h
    · have := selfEnergy_antitone (g := g) h hEd
      linarith
    · have := selfEnergy_antitone (g := g) h hx
      linarith
  refine ⟨E, ⟨(isLevel_iff hEd).2 hEq, ?_⟩, hEd, hEq, huniq, hE.1, hE.2⟩
  intro y hy
  by_contra hlt
  have hyE : y < E := not_le.1 hlt
  have hyd : ∀ j, y < d j := fun j => hyE.trans (hEd j)
  exact hyE.ne (huniq y hyd ((isLevel_iff hyd).1 hy))

/-- If the bare level lies below all coupled levels, the lowest eigenvalue lies strictly below the
bare level exactly when at least one coupling is nonzero. -/
theorem lowest_lt_bare_iff {e : ℝ} {d g : ι → ℝ} {E : ℝ} (hd : ∀ j, e < d j)
    (hE : IsLeast {x | IsLevel e d g x} E) : E < e ↔ ∃ j, g j ≠ 0 := by
  obtain ⟨E', hl, hEd, hEq, -, -, -⟩ := lowest_level g hd
  obtain rfl : E = E' := hE.unique hl
  constructor
  · intro hlt
    by_contra hg
    push Not at hg
    have hz : selfEnergy d g E = 0 := by simp [selfEnergy, hg]
    linarith
  · rintro ⟨j, hj⟩
    have hlt : selfEnergy d g E < ∑ _i : ι, (0 : ℝ) := by
      unfold selfEnergy
      refine Finset.sum_lt_sum (fun i _ => ?_) ⟨j, Finset.mem_univ j, ?_⟩
      · exact div_nonpos_of_nonneg_of_nonpos (sq_nonneg _) (by linarith [hEd i])
      · exact div_neg_of_pos_of_neg (by positivity) (by linarith [hEd j])
    rw [Finset.sum_const_zero] at hlt
    linarith

/-- Quasiparticle weight: in an eigenvector with energy `x` below all coupled levels, the
squared bare amplitude times `1 - Σ'(x)` is the squared norm of the vector. -/
theorem quasiparticle_weight {e : ℝ} {d g : ι → ℝ} {x : ℝ} {v : Option ι → ℝ}
    (hx : ∀ j, x < d j) (hv : arrowhead e d g *ᵥ v = x • v) :
    v none ^ 2 * (1 - deriv (selfEnergy d g) x) = v ⬝ᵥ v := by
  have hsum : ∑ j, v (some j) * v (some j) =
      (∑ j, g j ^ 2 / (x - d j) ^ 2) * v none ^ 2 := by
    rw [Finset.sum_mul]
    refine Finset.sum_congr rfl fun j _ => ?_
    rw [coupled_amplitude hx hv j, ← div_pow]
    ring
  rw [(selfEnergy_hasDerivAt g hx).deriv]
  simp only [dotProduct, Fintype.sum_option]
  rw [hsum]
  ring

end

end FanMigdal
```

```lean
#print axioms FanMigdal.lowest_lt_bare_iff
#print axioms FanMigdal.quasiparticle_weight
```

```
'FanMigdal.lowest_lt_bare_iff' depends on axioms: [propext, Classical.choice, Quot.sound]
'FanMigdal.quasiparticle_weight' depends on axioms: [propext, Classical.choice, Quot.sound]
```

## How the proof follows the algebra

`eigen_iff` splits the matrix equation into the two component equations, and `coupled_amplitude` solves the second one for v_j. `isLevel_iff` carries out the elimination in both directions: `mul_right_cancel₀` is the division by v_0, and the converse supplies the explicit eigenvector.

`selfEnergy_antitone` puts the difference of two terms over a common denominator and checks the signs. `selfEnergy_hasDerivAt` applies the quotient rule to each term and adds the results. It serves twice, for the continuity of f and for the weight.

In `lowest_level`, `intermediate_value_Icc` produces the zero of f, `huniq` is the uniqueness argument, and the last lines rule out a lower eigenvalue by contradiction. `lowest_lt_bare_iff` compares the terms of Σ(E) with zero. `quasiparticle_weight` inserts the amplitudes into the norm.

## Exact statement and range of validity

The matrix `arrowhead e d g` is indexed by `Option ι`, where `ι` is any finite index type. The index `none` is the bare level and `some j` is the coupled level j, so v_0 is `v none` and v_j is `v (some j)`. `IsLevel e d g x` says that x has a nonzero real eigenvector.

`lowest_level` assumes only `hd : ∀ j, e < d j`. It provides a number E for which `IsLeast` holds on the set of levels, meaning that E is a level and no level is smaller. The remaining parts are the position of E below all d_j, the equation, its uniqueness there and the two bounds. Couplings may vanish, levels d_j may coincide, and `ι` may be empty, in which case E = e.

`quasiparticle_weight` does not need `hd`, only that x lies below all d_j. It is stated for vectors of any norm, with `v ⬝ᵥ v` as the squared norm.

For use in a code, these limits matter:

- **Position of the bare level.** The condition e < d_j is assumed and has to be checked for the input. For a state high enough in the band to emit a phonon it fails, and the bracket is then not guaranteed.
- **Higher roots.** Nothing is stated about solutions between or above the d_j.
- **Form of the self-energy.** The full Fan-Migdal expression has thermal phonon occupations, electron occupations and absorption terms, and codes usually add a small imaginary part to the energy. The theorems concern the real sum above, without any of these.
- **Truncation.** E is exact for the arrowhead matrix. How close it comes to the energy of an electron-phonon Hamiltonian with more phonons is a separate question.
- **Real couplings.** Complex g_j have to be made real first, by a choice of phase for each coupled state.
- **Arithmetic.** The inequalities hold for real numbers. In floating point the computed ends of the bracket carry rounding errors, which show when the couplings are so weak that the interval is nearly a point.
